# A planar linear problem on which full-step Broyden iteration takes three steps from a rank-one Jacobian error

Broyden's first method, used to accelerate self-consistent-field iterations, solves for a zero of a residual while correcting an approximate Jacobian after each step. The theorem treats the real, linear, two-dimensional residual f(x) = x, with full undamped steps, and checks one explicit run: the iterates are (3,1), (2,0), (1,0) and then the origin. It states that these iterates and the listed matrices obey the step and update equations wherever the residual is nonzero, that the initial Jacobian diag(3,1) differs from the true one, the identity, by the rank-one matrix diag(2,0), that every listed matrix is invertible, and that the first three residuals are nonzero. The attempt splits the run into its separate indices, puts in the explicit numbers and leaves the arithmetic to `norm_num`, entry by entry.

This version doesn't compile in Lean 4 with Mathlib:

```lean
import Mathlib

open Matrix

namespace ThreeStepsSharp

noncomputable section

variable {n : Type*} [Fintype n]

/-- The residual `f(x) = A x - b` of a linear fixed-point problem. -/
def residual (A : Matrix n n ℝ) (b x : n → ℝ) : n → ℝ := A *ᵥ x - b

/-- Broyden's first ("good") update of the Jacobian `B` after a step `s ≠ 0` that changed
the residual by `y`. -/
def broydenUpdate (B : Matrix n n ℝ) (s y : n → ℝ) : Matrix n n ℝ :=
  B + (s ⬝ᵥ s)⁻¹ • vecMulVec (y - B *ᵥ s) s

/-- A full-step run of Broyden's first method: at every index where the residual is nonzero, the
step solves the quasi-Newton equation and the Jacobian is then updated. -/
structure IsBroydenRun (A : Matrix n n ℝ) (b : n → ℝ) (x : ℕ → n → ℝ)
    (B : ℕ → Matrix n n ℝ) : Prop where
  step : ∀ k, residual A b (x k) ≠ 0 →
    B k *ᵥ (x (k + 1) - x k) = -residual A b (x k)
  update : ∀ k, residual A b (x k) ≠ 0 →
    B (k + 1) = broydenUpdate (B k) (x (k + 1) - x k)
      (residual A b (x (k + 1)) - residual A b (x k))

/-- Iterates of a two-dimensional example: `(3,1)`, `(2,0)`, `(1,0)`, then the origin. -/
def exX : ℕ → Fin 2 → ℝ
  | 0 => ![3, 1]
  | 1 => ![2, 0]
  | 2 => ![1, 0]
  | _ + 3 => 0

/-- Jacobian approximations of the two-dimensional example, starting from `diag(3,1)`. -/
def exB : ℕ → Matrix (Fin 2) (Fin 2) ℝ
  | 0 => !![3, 0; 0, 1]
  | 1 => !![2, -1; 0, 1]
  | _ + 2 => !![1, -1; 0, 1]

/-- Three steps can be needed: for `f(x) = x` in the plane, the example is a Broyden run with
rank-one initial error and invertible matrices whose first three residuals are nonzero. -/
theorem three_steps_sharp :
    IsBroydenRun 1 0 exX exB ∧ exB 0 = 1 + vecMulVec ![1, 0] ![2, 0] ∧
      (∀ k, IsUnit (exB k).det) ∧ ∀ k < 3, residual 1 0 (exX k) ≠ 0 := by
  have r : ∀ z : Fin 2 → ℝ, residual 1 0 z = z := fun z => by
    rw [residual, Matrix.one_mulVec, sub_zero]
  refine ⟨⟨?_, ?_⟩, ?_, ?_, ?_⟩
  · intro k hk
    rcases k with _ | _ | _ | k
    · rw [r]
      change !![3, 0; 0, 1] *ᵥ (![2, 0] - ![3, 1]) = -(![3, 1] : Fin 2 → ℝ)
      ext i
      fin_cases i <;> norm_num [Matrix.mulVec, dotProduct, Fin.sum_univ_two]
    · rw [r]
      change !![2, -1; 0, 1] *ᵥ (![1, 0] - ![2, 0]) = -(![2, 0] : Fin 2 → ℝ)
      ext i
      fin_cases i <;> norm_num [Matrix.mulVec, dotProduct, Fin.sum_univ_two]
    · rw [r]
      change !![1, -1; 0, 1] *ᵥ (0 - ![1, 0]) = -(![1, 0] : Fin 2 → ℝ)
      ext i
      fin_cases i <;> norm_num [Matrix.mulVec, dotProduct, Fin.sum_univ_two]
    · exact (hk (r (exX (k + 3)))).elim
  · intro k hk
    rcases k with _ | _ | _ | k
    · rw [r, r]
      change !![2, -1; 0, 1] = broydenUpdate !![3, 0; 0, 1]
        (![2, 0] - ![3, 1]) (![2, 0] - ![3, 1])
      ext i j
      fin_cases i <;> fin_cases j <;> norm_num [broydenUpdate, Matrix.mulVec, dotProduct,
        Matrix.vecMulVec_apply, Fin.sum_univ_two]
    · rw [r, r]
      change !![1, -1; 0, 1] = broydenUpdate !![2, -1; 0, 1]
        (![1, 0] - ![2, 0]) (![1, 0] - ![2, 0])
      ext i j
      fin_cases i <;> fin_cases j <;> norm_num [broydenUpdate, Matrix.mulVec, dotProduct,
        Matrix.vecMulVec_apply, Fin.sum_univ_two]
    · rw [r, r]
      change !![1, -1; 0, 1] = broydenUpdate !![1, -1; 0, 1] (0 - ![1, 0]) (0 - ![1, 0])
      ext i j
      fin_cases i <;> fin_cases j <;> norm_num [broydenUpdate, Matrix.mulVec, dotProduct,
        Matrix.vecMulVec_apply, Fin.sum_univ_two]
    · exact (hk (r (exX (k + 3)))).elim
  · ext i j
    fin_cases i <;> fin_cases j <;> norm_num [exB, Matrix.vecMulVec_apply]
  · intro k
    rcases k with _ | _ | k <;> norm_num [exB, Matrix.det_fin_two]
  · intro k hk h0
    rw [r] at h0
    have h1 := congrFun h0 0
    interval_cases k <;> norm_num [exX] at h1

end

end ThreeStepsSharp
```

Messages:

```
Main.lean:67:4: error: unsolved goals
case refine_2.zero.«0».«0»
r : ∀ (z : Fin 2 → ℝ), residual 1 0 z = z
hk : residual 1 0 (exX 0) ≠ 0
⊢ 2 = 3 + 1 / 2 * (-vecHead (vecHead ∘ ![![3, 0], ![0, 1]]) + -vecHead (vecHead ∘ vecTail ∘ ![![3, 0], ![0, 1]]) + 1)

case refine_2.zero.«0».«1»
r : ∀ (z : Fin 2 → ℝ), residual 1 0 z = z
hk : residual 1 0 (exX 0) ≠ 0
⊢ -1 = 1 / 2 * (-vecHead (vecHead ∘ ![![3, 0], ![0, 1]]) + -vecHead (vecHead ∘ vecTail ∘ ![![3, 0], ![0, 1]]) + 1)

case refine_2.zero.«1».«0»
r : ∀ (z : Fin 2 → ℝ), residual 1 0 z = z
hk : residual 1 0 (exX 0) ≠ 0
⊢ -vecHead (vecTail (vecHead ∘ ![![3, 0], ![0, 1]])) + -vecHead (vecTail (vecHead ∘ vecTail ∘ ![![3, 0], ![0, 1]])) +
      1 =
    0

case refine_2.zero.«1».«1»
r : ∀ (z : Fin 2 → ℝ), residual 1 0 z = z
hk : residual 1 0 (exX 0) ≠ 0
⊢ -vecHead (vecTail (vecHead ∘ ![![3, 0], ![0, 1]])) + -vecHead (vecTail (vecHead ∘ vecTail ∘ ![![3, 0], ![0, 1]])) +
      1 =
    0
Main.lean:73:4: error: unsolved goals
case refine_2.succ.zero.«0».«0»
r : ∀ (z : Fin 2 → ℝ), residual 1 0 z = z
hk : residual 1 0 (exX (0 + 1)) ≠ 0
⊢ 1 = 2 + (-vecHead (vecHead ∘ ![![2, -1], ![0, 1]]) + 1)

case refine_2.succ.zero.«1».«0»
r : ∀ (z : Fin 2 → ℝ), residual 1 0 z = z
hk : residual 1 0 (exX (0 + 1)) ≠ 0
⊢ vecTail (vecHead ∘ ![![2, -1], ![0, 1]]) 0 = 0
Main.lean:79:4: error: unsolved goals
case refine_2.succ.succ.zero.«0».«0»
r : ∀ (z : Fin 2 → ℝ), residual 1 0 z = z
hk : residual 1 0 (exX (0 + 1 + 1)) ≠ 0
⊢ -vecHead (vecHead ∘ ![![1, -1], ![0, 1]]) + 1 = 0

case refine_2.succ.succ.zero.«1».«0»
r : ∀ (z : Fin 2 → ℝ), residual 1 0 z = z
hk : residual 1 0 (exX (0 + 1 + 1)) ≠ 0
⊢ vecHead (vecTail (vecHead ∘ ![![1, -1], ![0, 1]])) = 0
```

The change, after which it compiles:

```diff
@@ -47,46 +47,30 @@
   have r : ∀ z : Fin 2 → ℝ, residual 1 0 z = z := fun z => by
     rw [residual, Matrix.one_mulVec, sub_zero]
-  refine ⟨⟨?_, ?_⟩, ?_, ?_, ?_⟩
-  · intro k hk
-    rcases k with _ | _ | _ | k
-    · rw [r]
-      change !![3, 0; 0, 1] *ᵥ (![2, 0] - ![3, 1]) = -(![3, 1] : Fin 2 → ℝ)
+  -- entry formulas for the matrix-vector product and the update
+  have mv : ∀ (M : Matrix (Fin 2) (Fin 2) ℝ) (s : Fin 2 → ℝ) (i : Fin 2),
+      (M *ᵥ s) i = M i 0 * s 0 + M i 1 * s 1 := fun M s i => by
+    simp only [Matrix.mulVec, dotProduct, Fin.sum_univ_two]
+  have up : ∀ (M : Matrix (Fin 2) (Fin 2) ℝ) (s y : Fin 2 → ℝ) (i j : Fin 2),
+      broydenUpdate M s y i j = M i j + (s 0 * s 0 + s 1 * s 1)⁻¹ *
+        ((y i - (M i 0 * s 0 + M i 1 * s 1)) * s j) := fun M s y i j => by
+    simp only [broydenUpdate, Matrix.add_apply, Matrix.smul_apply, Matrix.vecMulVec_apply,
+      Pi.sub_apply, mv, dotProduct, Fin.sum_univ_two, smul_eq_mul]
+  refine ⟨⟨fun k hk => ?_, fun k hk => ?_⟩, ?_, fun k => ?_, fun k hk h0 => ?_⟩
+  · match k, hk with
+    | k + 3, hk => exact (hk (r (exX (k + 3)))).elim
+    | 0, _ | 1, _ | 2, _ =>
       ext i
-      fin_cases i <;> norm_num [Matrix.mulVec, dotProduct, Fin.sum_univ_two]
-    · rw [r]
-      change !![2, -1; 0, 1] *ᵥ (![1, 0] - ![2, 0]) = -(![2, 0] : Fin 2 → ℝ)
-      ext i
-      fin_cases i <;> norm_num [Matrix.mulVec, dotProduct, Fin.sum_univ_two]
-    · rw [r]
-      change !![1, -1; 0, 1] *ᵥ (0 - ![1, 0]) = -(![1, 0] : Fin 2 → ℝ)
-      ext i
-      fin_cases i <;> norm_num [Matrix.mulVec, dotProduct, Fin.sum_univ_two]
-    · exact (hk (r (exX (k + 3)))).elim
-  · intro k hk
-    rcases k with _ | _ | _ | k
-    · rw [r, r]
-      change !![2, -1; 0, 1] = broydenUpdate !![3, 0; 0, 1]
-        (![2, 0] - ![3, 1]) (![2, 0] - ![3, 1])
+      rw [r, mv]
+      fin_cases i <;> norm_num [exX, exB]
+  · match k, hk with
+    | k + 3, hk => exact (hk (r (exX (k + 3)))).elim
+    | 0, _ | 1, _ | 2, _ =>
       ext i j
-      fin_cases i <;> fin_cases j <;> norm_num [broydenUpdate, Matrix.mulVec, dotProduct,
-        Matrix.vecMulVec_apply, Fin.sum_univ_two]
-    · rw [r, r]
-      change !![1, -1; 0, 1] = broydenUpdate !![2, -1; 0, 1]
-        (![1, 0] - ![2, 0]) (![1, 0] - ![2, 0])
-      ext i j
-      fin_cases i <;> fin_cases j <;> norm_num [broydenUpdate, Matrix.mulVec, dotProduct,
-        Matrix.vecMulVec_apply, Fin.sum_univ_two]
-    · rw [r, r]
-      change !![1, -1; 0, 1] = broydenUpdate !![1, -1; 0, 1] (0 - ![1, 0]) (0 - ![1, 0])
-      ext i j
-      fin_cases i <;> fin_cases j <;> norm_num [broydenUpdate, Matrix.mulVec, dotProduct,
-        Matrix.vecMulVec_apply, Fin.sum_univ_two]
-    · exact (hk (r (exX (k + 3)))).elim
+      rw [r, r, up]
+      fin_cases i <;> fin_cases j <;> norm_num [exX, exB]
   · ext i j
     fin_cases i <;> fin_cases j <;> norm_num [exB, Matrix.vecMulVec_apply]
-  · intro k
-    rcases k with _ | _ | k <;> norm_num [exB, Matrix.det_fin_two]
-  · intro k hk h0
-    rw [r] at h0
+  · rcases k with _ | _ | k <;> norm_num [exB, Matrix.det_fin_two]
+  · rw [r] at h0
     have h1 := congrFun h0 0
     interval_cases k <;> norm_num [exX] at h1
```

What went wrong. The three errors are the update equation at indices 0, 1 and 2. The goals left over are true, but `norm_num` has not finished evaluating them: they still contain terms such as `vecHead (vecHead ∘ ![![3, 0], ![0, 1]])`, which is just the entry 3.

In `broydenUpdate` the product `B *ᵥ s` stands inside `vecMulVec (y - B *ᵥ s) s`, as a whole vector with no index applied. With explicit numbers in place, the simplifier expanded that product by columns, into compositions of `vecHead` and `vecTail` with the matrix rows, and the lemmas supplied did not reduce all of these to numbers.

The repair proves two entry formulas for arbitrary matrices and vectors: `mv` for the matrix-vector product and `up`, which uses it, for the update. Rewriting with `up` before `norm_num` removes the product, so only single entries of `exB` and `exX` remain to be evaluated.

The step equation had raised no error; its use of `mv` is tidying, as are the merged cases, the dropped `change` lines and the moved `intro`s.
